# Two non-interacting fragments in a product selected space get no more Epstein–Nesbet correction together than apart, if external determinants lie above the reference

## One excitation beside a correlated spectator

Let fragment \(A\) have two determinants, of which only the first is selected, and let fragment \(B\) have two determinants, both selected:

\[
A=\begin{pmatrix}0&c\\ c&\Delta\end{pmatrix},\qquad
B=\begin{pmatrix}0&-g\\ -g&0\end{pmatrix},\qquad c\neq 0,\quad \Delta,g>0 .
\]

The reference of \(A\) is its first determinant, with energy \(0\). Its Epstein–Nesbet second-order correction is \(-c^2/\Delta\). The reference of \(B\) is \((1,1)/\sqrt2\), with energy \(-g\), and it needs no correction because nothing is left outside its selected space.

Now treat both fragments as one system without interaction. Exciting \(A\) leads to two external determinants, one for each determinant of \(B\). Each couples to the reference with strength \(c/\sqrt2\) and has diagonal energy \(\Delta+0\), while the reference energy is \(0-g\). The correction is

\[
2\cdot\frac{c^2/2}{-g-\Delta}=-\frac{c^2}{\Delta+g}>-\frac{c^2}{\Delta}.
\]

The reference energy contains the correlation energy \(-g\) of the spectator, but the diagonal energy of an external determinant does not. The denominator grows by \(g\), and part of the correction is lost.

## Fragments, references and the correction

A fragment has a finite set of determinants and a real Hamiltonian matrix \(A\). A subset \(S\) is selected. The reference \(x\) is a unit vector that vanishes outside \(S\) and is a ground state of the \(S\) block with energy \(E_A\). Its correction is

\[
\varepsilon(A,S,x)=\sum_{a\notin S}\frac{(Ax)_a^2}{x\cdot Ax-A_{aa}} .
\]

We assume \(A_{aa}>E_A\) for every external determinant \(a\). Physically, no determinant left out of the selection lies at or below the reference energy. Every term is then non-positive.

Fragment \(B\) has the corresponding data \(T\), \(y\), \(E_B\). The composite has Hamiltonian \(H=A\otimes1+1\otimes B\), selected space \(S\times T\) and reference \(\psi_{ab}=x_a y_b\).

## The inequality and its meaning

Under these assumptions,

\[
\varepsilon(A,S,x)+\varepsilon(B,T,y)\le\varepsilon(H,S\times T,\psi).
\]

Since the corrections are non-positive, the composite is corrected by at most as much as the separate fragments. Equality can occur, for instance when each fragment has a single selected determinant.

The reference energies add exactly. For non-interacting fragments in a product selected space, the corrected energy of the composite therefore lies at or above the sum of the corrected fragment energies, an error that enters an interaction energy computed as their difference.

## Derivation

**Reference energy.** Only selected determinants contribute to the expectation value, and there the eigenvalue equation holds:

\[
x\cdot Ax=\sum_{i\in S}x_iE_Ax_i=E_A .
\]

**Spectator diagonals.** For \(b\in T\), the single determinant \(b\) is a trial state in the selected space, so \(B_{bb}\ge E_B\). For \(b\notin T\) the assumption on external determinants gives the same bound. Likewise \(A_{aa}\ge E_A\) for all \(a\).

**The composite.** The Hamiltonian acts on one factor at a time:

\[
(H\psi)_{ab}=(Ax)_a y_b+x_a(By)_b,\qquad H_{ab,ab}=A_{aa}+B_{bb}.
\]

With normalised \(x\) and \(y\) this gives \(\psi\cdot H\psi=E_A+E_B\). Outside \(S\times T\) at least one of \(a\notin S\), \(b\notin T\) holds, so one diagonal bound is strict and \(H_{ab,ab}>E_A+E_B\). All denominators are negative.

**Splitting the sum.** The external determinants fall into two disjoint classes: \(a\notin S\) with any \(b\), and \(a\in S\) with \(b\notin T\). In the first class \(x_a=0\), so the coupling is \((Ax)_a y_b\). It vanishes when \(b\) is external too, so determinants that are external in both fragments at once do not contribute. In the second class \(y_b=0\), and the coupling is \(x_a(By)_b\). The second sum may be extended to all \(a\), because \(x_a=0\) outside \(S\). Hence

\[
\varepsilon(H,S\times T,\psi)=
\sum_{a\notin S}\sum_b\frac{(Ax)_a^2y_b^2}{E_A+E_B-A_{aa}-B_{bb}}
+\sum_{b\notin T}\sum_a\frac{(By)_b^2x_a^2}{E_A+E_B-A_{aa}-B_{bb}} .
\]

**Comparing denominators.** Put \(D_a=A_{aa}-E_A>0\) and \(g_b=B_{bb}-E_B\ge0\). For each \(a\notin S\),

\[
-\sum_b\frac{(Ax)_a^2y_b^2}{D_a+g_b}\ \ge\ -\sum_b\frac{(Ax)_a^2y_b^2}{D_a}
=-\frac{(Ax)_a^2}{D_a},
\]

where the last step uses \(\sum_b y_b^2=1\). Summing over \(a\) shows that the first part is at least \(\varepsilon(A,S,x)\). Exchanging the fragments bounds the second part by \(\varepsilon(B,T,y)\), and the inequality follows.

## The physics as Lean objects

The types `m` and `n` label the determinants of the two fragments, and `S` and `T` are finite sets of labels. `IsSelectedCI A S EA x` collects the assumptions on a fragment:

- `support` and `unit` say that `x` lives on `S` and is normalised.
- `eig` is the eigenvalue equation on the rows in `S`.
- `lowest` is the variational bound for all vectors supported on `S`.
- `external` places the outside diagonals above the energy.

Symmetry of the matrix is not among the fields, since the argument does not use it; physical real Hamiltonians are symmetric.

`en2` is \(\varepsilon\), with the expectation value as reference energy and the sign convention that makes corrections non-positive here. `combined` is \(H\), and `productState` is \(\psi\). `spectatorPT2` is one of the two double sums above.

The main theorem, `combined_undercorrected`, is the displayed inequality for any two fragments that satisfy `IsSelectedCI`. The model is finite-dimensional and has no interaction or charge transfer between fragments. Its selected space is the full product `S ×ˢ T`, whereas a selection run on the composite may keep only part of it.

```lean
import Mathlib

open Matrix
open scoped Kronecker

namespace SelectedCISizeConsistency

noncomputable section

variable {m n : Type*} [Fintype m] [DecidableEq m] [Fintype n] [DecidableEq n]

/-- The vector `x` is a normalised ground state, with energy `E`, of the block of `A` on the
selected determinants `S`, and every external determinant has diagonal energy above `E`. -/
structure IsSelectedCI (A : Matrix m m ℝ) (S : Finset m) (E : ℝ) (x : m → ℝ) : Prop where
  support : ∀ i, i ∉ S → x i = 0
  unit : x ⬝ᵥ x = 1
  eig : ∀ i, i ∈ S → (A *ᵥ x) i = E * x i
  lowest : ∀ v : m → ℝ, (∀ i, i ∉ S → v i = 0) → E * (v ⬝ᵥ v) ≤ v ⬝ᵥ (A *ᵥ v)
  external : ∀ a, a ∉ S → E < A a a

/-- Epstein-Nesbet second-order correction of a normalised reference `x` supported on `S`: the sum
over external determinants of squared coupling over reference energy minus diagonal energy, for
nonzero such differences. -/
def en2 (A : Matrix m m ℝ) (S : Finset m) (x : m → ℝ) : ℝ :=
  ∑ a ∈ Sᶜ, ((A *ᵥ x) a) ^ 2 / (x ⬝ᵥ (A *ᵥ x) - A a a)

/-- Hamiltonian of two fragments that do not interact. -/
def combined (A : Matrix m m ℝ) (B : Matrix n n ℝ) : Matrix (m × n) (m × n) ℝ :=
  A ⊗ₖ (1 : Matrix n n ℝ) + (1 : Matrix m m ℝ) ⊗ₖ B

/-- Product of two fragment states. -/
def productState (x : m → ℝ) (y : n → ℝ) : m × n → ℝ := fun p => x p.1 * y p.2

/-- Correction from exciting fragment `A` out of `S` while fragment `B` is a spectator in the state
`y`, when `EA` and `EB` are the energies of the normalised references `x` and `y` and the energy
denominators are nonzero. -/
def spectatorPT2 (A : Matrix m m ℝ) (S : Finset m) (x : m → ℝ) (EA : ℝ)
    (B : Matrix n n ℝ) (y : n → ℝ) (EB : ℝ) : ℝ :=
  ∑ a ∈ Sᶜ, ∑ b, ((A *ᵥ x) a * y b) ^ 2 / (EA + EB - (A a a + B b b))

variable {A : Matrix m m ℝ} {B : Matrix n n ℝ} {S : Finset m} {T : Finset n}
  {EA EB : ℝ} {x : m → ℝ} {y : n → ℝ}

/-- The energy expectation value of a selected-CI ground state is its eigenvalue. -/
theorem IsSelectedCI.energy (h : IsSelectedCI A S EA x) : x ⬝ᵥ (A *ᵥ x) = EA := by
  have hi : ∀ i, x i * (A *ᵥ x) i = EA * (x i * x i) := by
    intro i
    by_cases hS : i ∈ S
    · rw [h.eig i hS]; ring
    · rw [h.support i hS]; ring
  calc x ⬝ᵥ (A *ᵥ x) = ∑ i, EA * (x i * x i) := Finset.sum_congr rfl fun i _ => hi i
    _ = EA * (x ⬝ᵥ x) := (Finset.mul_sum _ _ _).symm
    _ = EA := by rw [h.unit, mul_one]

/-- If a fragment satisfies `IsSelectedCI` with energy `EA`, none of its determinants has diagonal
energy below `EA`. -/
theorem IsSelectedCI.diag_ge (h : IsSelectedCI A S EA x) (b : m) : EA ≤ A b b := by
  by_cases hb : b ∈ S
  · -- a single selected determinant is a trial state
    have := h.lowest (Pi.single b 1) (fun i hi => by
      have hne : i ≠ b := fun e => hi (e ▸ hb)
      simp [hne])
    simpa [Matrix.mulVec_single_one] using this
  · exact (h.external b hb).le

/-- The combined Hamiltonian acts on a product state one fragment at a time. -/
theorem combined_product (A : Matrix m m ℝ) (B : Matrix n n ℝ) (x : m → ℝ) (y : n → ℝ)
    (a : m) (b : n) : (combined A B *ᵥ productState x y) (a, b) =
      (A *ᵥ x) a * y b + x a * (B *ᵥ y) b := by
  simp only [combined, productState, Matrix.mulVec, dotProduct, Matrix.add_apply,
    Matrix.kroneckerMap_apply, Matrix.one_apply, Fintype.sum_prod_type, add_mul,
    Finset.sum_add_distrib, Finset.sum_mul, Finset.mul_sum]
  congr 1
  · exact Finset.sum_congr rfl fun i _ => by simp; ring
  · rw [Finset.sum_comm]
    exact Finset.sum_congr rfl fun j _ => by simp; ring

omit [Fintype m] [Fintype n] in
/-- Diagonal energies of the combined system are sums of fragment diagonal energies. -/
theorem combined_diag (A : Matrix m m ℝ) (B : Matrix n n ℝ) (a : m) (b : n) :
    combined A B (a, b) (a, b) = A a a + B b b := by
  simp [combined, Matrix.kroneckerMap_apply]

/-- For two fragments that satisfy `IsSelectedCI` with energies `EA` and `EB`, the product reference
has energy `EA + EB`, and every determinant outside `S × T` has diagonal energy above it. -/
theorem product_reference (hA : IsSelectedCI A S EA x) (hB : IsSelectedCI B T EB y) :
    productState x y ⬝ᵥ (combined A B *ᵥ productState x y) = EA + EB ∧
      ∀ p, p ∉ S ×ˢ T → EA + EB < combined A B p p := by
  constructor
  · calc _ = (x ⬝ᵥ (A *ᵥ x)) * (y ⬝ᵥ y) + (x ⬝ᵥ x) * (y ⬝ᵥ (B *ᵥ y)) := by
          simp only [dotProduct, Fintype.sum_prod_type, combined_product]
          simp only [productState, Finset.sum_mul_sum, ← Finset.sum_add_distrib]
          exact Finset.sum_congr rfl fun _ _ => Finset.sum_congr rfl fun _ _ => by ring
      _ = EA + EB := by rw [hA.energy, hA.unit, hB.energy, hB.unit]; ring
  · rintro ⟨a, b⟩ hp
    rw [combined_diag]
    by_cases ha : a ∈ S
    · have hb : b ∉ T := fun hb => hp (Finset.mk_mem_product ha hb)
      linarith [hA.diag_ge a, hB.external b hb]
    · linarith [hA.external a ha, hB.diag_ge b]

/-- For two fragments that satisfy `IsSelectedCI`, the combined correction of the product reference
is the sum of two parts, in each of which one fragment is excited and the other is a spectator. -/
theorem en2_combined (hA : IsSelectedCI A S EA x) (hB : IsSelectedCI B T EB y) :
    en2 (combined A B) (S ×ˢ T) (productState x y) =
      spectatorPT2 A S x EA B y EB + spectatorPT2 B T y EB A x EA := by
  have hset : (S ×ˢ T)ᶜ = Sᶜ ×ˢ Finset.univ ∪ S ×ˢ Tᶜ := by
    ext ⟨a, b⟩
    simp only [Finset.mem_compl, Finset.mem_product, Finset.mem_union, Finset.mem_univ, and_true]
    tauto
  have hdisj : Disjoint (Sᶜ ×ˢ (Finset.univ : Finset n)) (S ×ˢ Tᶜ) :=
    Finset.disjoint_left.2 fun _ h1 h2 =>
      Finset.mem_compl.1 (Finset.mem_product.1 h1).1 (Finset.mem_product.1 h2).1
  unfold en2 spectatorPT2
  rw [(product_reference hA hB).1, hset, Finset.sum_union hdisj, Finset.sum_product,
    Finset.sum_product_right]
  congr 1
  · refine Finset.sum_congr rfl fun a ha => Finset.sum_congr rfl fun b _ => ?_
    rw [combined_product, combined_diag, hA.support a (Finset.mem_compl.1 ha), zero_mul, add_zero]
  · refine Finset.sum_congr rfl fun b hb => ?_
    refine (Finset.sum_congr rfl fun a _ => ?_).trans
      (Finset.sum_subset (Finset.subset_univ S) fun a _ ha => ?_)
    · rw [combined_product, combined_diag, hB.support b (Finset.mem_compl.1 hb), mul_zero,
        zero_add, mul_comm (x a), add_comm EA, add_comm (A a a)]
    · simp [hA.support a ha]

/-- If both fragments satisfy `IsSelectedCI`, the correction from exciting `A` beside the spectator
`B` is at least the correction of `A` alone. -/
theorem en2_le_spectatorPT2 (hA : IsSelectedCI A S EA x) (hB : IsSelectedCI B T EB y) :
    en2 A S x ≤ spectatorPT2 A S x EA B y EB := by
  unfold en2 spectatorPT2
  rw [hA.energy]
  refine Finset.sum_le_sum fun a ha => ?_
  have hd : EA - A a a < 0 := sub_neg.2 (hA.external a (Finset.mem_compl.1 ha))
  -- distribute the isolated term over the normalised spectator
  calc ((A *ᵥ x) a) ^ 2 / (EA - A a a)
      = ((A *ᵥ x) a) ^ 2 / (EA - A a a) * (y ⬝ᵥ y) := by rw [hB.unit, mul_one]
    _ = ∑ b, ((A *ᵥ x) a * y b) ^ 2 / (EA - A a a) := by
        simp only [dotProduct, Finset.mul_sum]
        exact Finset.sum_congr rfl fun _ _ => by ring
    _ ≤ _ := Finset.sum_le_sum fun b _ => by
        have hq := hB.diag_ge b
        have hd' : EA + EB - (A a a + B b b) < 0 := by linarith
        rw [← sub_nonneg, div_sub_div _ _ hd'.ne hd.ne]
        exact div_nonneg
          (by nlinarith [mul_nonneg (sq_nonneg ((A *ᵥ x) a * y b)) (sub_nonneg.2 hq)])
          (mul_pos_of_neg_of_neg hd' hd).le

/-- For two fragments that satisfy `IsSelectedCI`, the Epstein-Nesbet correction of the product
reference in the space `S × T` is at least the sum of the two fragment corrections. -/
theorem combined_undercorrected (hA : IsSelectedCI A S EA x) (hB : IsSelectedCI B T EB y) :
    en2 A S x + en2 B T y ≤ en2 (combined A B) (S ×ˢ T) (productState x y) := by
  rw [en2_combined hA hB]
  exact add_le_add (en2_le_spectatorPT2 hA hB) (en2_le_spectatorPT2 hB hA)

/-- A fragment Hamiltonian on three determinants. -/
def fragH : Matrix (Fin 3) (Fin 3) ℝ := !![-9, -12, 0; -12, -16, 5; 0, 5, 0]

/-- A reference state on the first two determinants. -/
def fragX : Fin 3 → ℝ := ![3 / 5, 4 / 5, 0]

/-- The symmetric matrix `fragH` with its first two determinants selected has the selected-CI
ground state `fragX` with energy `-25`. -/
theorem isSelectedCI_witness : fragH.IsSymm ∧ IsSelectedCI fragH {0, 1} (-25) fragX := by
  refine ⟨?_, ?_, ?_, ?_, ?_, ?_⟩
  · ext i j
    fin_cases i <;> fin_cases j <;> simp [fragH]
  · intro i hi
    fin_cases i
    · exact (hi (by decide)).elim
    · exact (hi (by decide)).elim
    · simp [fragX]
  · norm_num [fragX, dotProduct, Fin.sum_univ_succ]
  · intro i hi
    fin_cases i
    · norm_num [fragH, fragX, Matrix.mulVec, dotProduct, Fin.sum_univ_succ]
    · norm_num [fragH, fragX, Matrix.mulVec, dotProduct, Fin.sum_univ_succ]
    · exact absurd hi (by decide)
  · intro v hv
    have h2 : v 2 = 0 := hv 2 (by decide)
    have e1 : v ⬝ᵥ v = v 0 * v 0 + v 1 * v 1 := by
      simp [dotProduct, Fin.sum_univ_three, h2]
    have e2 : v ⬝ᵥ (fragH *ᵥ v) = -(3 * v 0 + 4 * v 1) ^ 2 := by
      simp [fragH, Matrix.mulVec, dotProduct, Fin.sum_univ_three, h2]
      ring
    rw [e1, e2]
    nlinarith [sq_nonneg (4 * v 0 - 3 * v 1)]
  · intro i hi
    fin_cases i
    · exact (hi (by decide)).elim
    · exact (hi (by decide)).elim
    · simp [fragH]

/-- For two copies of the fragment `fragH` the combined correction lies strictly above the sum of
the fragment corrections. -/
theorem dimer_strictly_undercorrected :
    en2 fragH {0, 1} fragX + en2 fragH {0, 1} fragX <
      en2 (combined fragH fragH) ({0, 1} ×ˢ {0, 1}) (productState fragX fragX) := by
  have W := isSelectedCI_witness.2
  have hS : ({0, 1} : Finset (Fin 3))ᶜ = {2} := by decide
  have h00 : fragH 0 0 = -9 := by simp [fragH]
  have h11 : fragH 1 1 = -16 := by simp [fragH]
  have h20 : fragH 2 0 = 0 := by simp [fragH]
  have h21 : fragH 2 1 = 5 := by simp [fragH]
  have h22 : fragH 2 2 = 0 := by simp [fragH]
  have x0 : fragX 0 = 3 / 5 := by simp [fragX]
  have x1 : fragX 1 = 4 / 5 := by simp [fragX]
  have x2 : fragX 2 = 0 := by simp [fragX]
  -- the only external coupling of the fragment
  have hc : (fragH *ᵥ fragX) 2 = 4 := by
    change ∑ j, fragH 2 j * fragX j = 4
    rw [Fin.sum_univ_three, h20, h21, h22, x0, x1, x2]
    norm_num
  rw [en2_combined W W]
  unfold en2 spectatorPT2
  rw [W.energy, hS]
  simp only [Finset.sum_singleton, hc, Fin.sum_univ_three, h00, h11, h22, x0, x1, x2]
  norm_num

end

end SelectedCISizeConsistency
```

```lean
#print axioms SelectedCISizeConsistency.product_reference
#print axioms SelectedCISizeConsistency.combined_undercorrected
#print axioms SelectedCISizeConsistency.dimer_strictly_undercorrected
```

```
'SelectedCISizeConsistency.product_reference' depends on axioms: [propext, Classical.choice, Quot.sound]
'SelectedCISizeConsistency.combined_undercorrected' depends on axioms: [propext, Classical.choice, Quot.sound]
'SelectedCISizeConsistency.dimer_strictly_undercorrected' depends on axioms: [propext, Classical.choice, Quot.sound]
```

## From the variational bound to the inequality in Lean

`IsSelectedCI.energy` computes the expectation value term by term, distinguishing selected from external labels. `IsSelectedCI.diag_ge` obtains the diagonal bound by inserting `Pi.single b 1`, a single determinant, into `lowest`.

`combined_product` and `combined_diag` give the action and the diagonal of \(H\). In the first, the identity matrices in the Kronecker products collapse one of the two sums. `product_reference` combines these results into the additive reference energy and the strict bound on external diagonals.

`en2_combined` carries out the splitting. Its `hset` writes the complement of `S ×ˢ T` as the two classes, and `hdisj` shows that they are disjoint. The support conditions then remove one coupling term in each class, and `Finset.sum_subset` extends the second sum from `S` to all labels.

The comparison of denominators is `en2_le_spectatorPT2`. It multiplies the isolated term by `y ⬝ᵥ y`, which is one, and distributes it over `b`. For each `b`, `div_sub_div` puts the difference of the two fractions over a common denominator. That denominator is a product of two negative numbers, and the numerator is a square times \(B_{bb}-E_B\), so the difference is non-negative. `combined_undercorrected` applies this lemma twice, with the fragments exchanged the second time.

## A dimer with a strict deficit

`fragH` is a symmetric three-determinant fragment with the first two determinants selected and reference `fragX`, \((3/5,4/5,0)\). `isSelectedCI_witness` verifies all the assumptions with energy \(-25\). For `lowest`, it uses \(v\cdot Av=-(3v_0+4v_1)^2\) on the selected space and the identity

\[
25(v_0^2+v_1^2)-(3v_0+4v_1)^2=(4v_0-3v_1)^2\ge0 .
\]

The only external coupling is \(4\), and the external diagonal is \(0\), so one fragment has the correction \(-16/25=-0.64\). For two copies, the spectator's diagonals \(-9\) and \(-16\) enter the denominators:

\[
2\left(\frac{16\cdot 9/25}{-50+9}+\frac{16\cdot16/25}{-50+16}\right)\approx-0.883>-1.28 .
\]

`dimer_strictly_undercorrected` proves the strict inequality by evaluating the split form from `en2_combined` on these entries.
